# The square and quartic trace of the Dirac matrix $\Sigma\cdot B+i\alpha\cdot E$

Let $g^0,g^1,g^2,g^3$ be complex $N\times N$ matrices, and let $E,B$ be real three-vectors in units with $c=1$. The metric is $\eta=\mathrm{diag}(1,-1,-1,-1)$. In Lean, `g μ` is the matrix $g^\mu$ with its index up, and the finite type `n` labels the $N$ spinor components. Vector components are numbered from zero, so `v 0`, `v 1`, `v 2` are $v_1,v_2,v_3$.

```lean
import Mathlib

open Matrix Complex

namespace FieldStrengthTraces

noncomputable section

variable {n : Type*} [Fintype n] [DecidableEq n] {g : Fin 4 → Matrix n n ℂ}

/-- The Minkowski metric with signature (+,-,-,-). -/
def metric (μ ν : Fin 4) : ℂ := if μ = ν then (if μ = 0 then 1 else -1) else 0
```

The predicate `IsDirac g` states the Clifford relations $g^\mu g^\nu+g^\nu g^\mu=2\eta^{\mu\nu}$, where a number stands for that multiple of the identity matrix.

```lean
/-- The Clifford relations of the Dirac matrices, for matrices of any finite size. -/
def IsDirac (g : Fin 4 → Matrix n n ℂ) : Prop :=
  ∀ μ ν, g μ * g ν + g ν * g μ = (2 * metric μ ν) • (1 : Matrix n n ℂ)
```

The remaining definitions are $g_5=ig^0g^1g^2g^3$, the spin matrices $\Sigma=(ig^2g^3,\,ig^3g^1,\,ig^1g^2)$, $\alpha_i=g^0g^i$, and

$$M=\Sigma\cdot B+i\,\alpha\cdot E .$$

```lean
/-- The chirality matrix g5 = i g0 g1 g2 g3. -/
def chirality (g : Fin 4 → Matrix n n ℂ) : Matrix n n ℂ := I • (g 0 * g 1 * g 2 * g 3)

/-- The spin matrix Σ·v along a real vector v, with Σ = (i g2 g3, i g3 g1, i g1 g2). -/
def spinDot (g : Fin 4 → Matrix n n ℂ) (v : Fin 3 → ℝ) : Matrix n n ℂ :=
  (v 0 : ℂ) • (I • (g 2 * g 3)) + (v 1 : ℂ) • (I • (g 3 * g 1)) + (v 2 : ℂ) • (I • (g 1 * g 2))

/-- The matrix α·v along a real vector v, with α_i = g0 g^i. -/
def alphaDot (g : Fin 4 → Matrix n n ℂ) (v : Fin 3 → ℝ) : Matrix n n ℂ :=
  (v 0 : ℂ) • (g 0 * g 1) + (v 1 : ℂ) • (g 0 * g 2) + (v 2 : ℂ) • (g 0 * g 3)

/-- The field-strength matrix M = Σ·B + i α·E. -/
def fieldMatrix (g : Fin 4 → Matrix n n ℂ) (E B : Fin 3 → ℝ) : Matrix n n ℂ :=
  spinDot g B + I • alphaDot g E
```

When the Dirac equation for a charge in a classical field is squared, the spin couples to the field through a matrix of this form, up to a constant factor; with the definitions above the matrix that arises there is $\Sigma\cdot B-i\,\alpha\cdot E$, which is $M$ with $E$ replaced by $-E$. Here the matrix is taken at a single point, without the derivative terms. For matrices that obey the Clifford relations the results are

$$M^2=(B\cdot B-E\cdot E)+2i(E\cdot B)\,g_5,\qquad \mathrm{tr}\,M^4=N\big[(B\cdot B-E\cdot E)^2-4(E\cdot B)^2\big].$$

## The Clifford relations

Physically, these relations give $(ig^\mu\partial_\mu)^2=-\partial^\mu\partial_\mu$, so that every component of a solution of the free Dirac equation also solves the Klein–Gordon equation. They are assumed as `h : IsDirac g`; Hermiticity and the choice of representation play no part. Without them the formula for $M^2$ fails: if all four matrices vanish, then $M=0$, while the right-hand side is nonzero whenever $N\ge1$ and $|B|\neq|E|$.

By hand, they say that distinct matrices anticommute, that $(g^0)^2=1$, and that $(g^i)^2=-1$. The lemma `reorder` puts this as rules that move the smaller index to the left, also inside longer products.

```lean
/-- Rules for sorting products: distinct Dirac matrices anticommute, and each one squares
to its metric sign. -/
theorem reorder (h : IsDirac g) :
    (∀ μ ν, ν < μ → g μ * g ν = -(g ν * g μ)) ∧
    (∀ μ ν x, ν < μ → g μ * (g ν * x) = -(g ν * (g μ * x))) ∧
    (∀ μ, g μ * g μ = metric μ μ • (1 : Matrix n n ℂ)) ∧
    (∀ μ x, g μ * (g μ * x) = metric μ μ • x) := by
  have r1 : ∀ μ ν, ν < μ → g μ * g ν = -(g ν * g μ) := by
    intro μ ν hlt
    have h1 := h μ ν
    rw [metric, if_neg hlt.ne', mul_zero, zero_smul] at h1
    exact eq_neg_of_add_eq_zero_left h1
  have r3 : ∀ μ, g μ * g μ = metric μ μ • (1 : Matrix n n ℂ) := by
    intro μ
    have h1 := h μ μ
    linear_combination (norm := module) (1 / 2 : ℂ) • h1
  refine ⟨r1, ?_, r3, ?_⟩
  · intro μ ν x hlt
    rw [← mul_assoc, r1 μ ν hlt, neg_mul, mul_assoc]
  · intro μ x
    rw [← mul_assoc, r3, smul_mul_assoc, one_mul]
```

For the spin matrices the rules give

$$\Sigma_1^2=-g^2g^3g^2g^3=(g^2)^2(g^3)^2=1,$$
$$\Sigma_1\Sigma_2=-g^2(g^3)^2g^1=g^2g^1=-g^1g^2,\qquad \Sigma_2\Sigma_1=-g^3g^1g^2g^3=g^1g^2 .$$

The other cases follow by cyclic permutation of $1,2,3$, so $\Sigma_i\Sigma_j+\Sigma_j\Sigma_i=2\delta_{ij}$. Contracting with $u_iv_j$ yields

$$(\Sigma\cdot u)(\Sigma\cdot v)+(\Sigma\cdot v)(\Sigma\cdot u)=2\,u\cdot v .$$

In Lean, `simp` expands and sorts all the products at once, and `match_scalars` compares the coefficients of what remains.

```lean
/-- The anticommutator of Σ·u and Σ·v is 2 u·v. -/
theorem spinDot_anticomm (h : IsDirac g) (u v : Fin 3 → ℝ) :
    spinDot g u * spinDot g v + spinDot g v * spinDot g u
      = (2 * ((u ⬝ᵥ v : ℝ) : ℂ)) • (1 : Matrix n n ℂ) := by
  obtain ⟨r1, r2, r3, r4⟩ := reorder h
  have hd : ((u ⬝ᵥ v : ℝ) : ℂ) = u 0 * v 0 + u 1 * v 1 + u 2 * v 2 := by
    simp [dotProduct, Fin.sum_univ_three]
  rw [hd]
  simp (disch := decide) only [spinDot, mul_add, add_mul, smul_mul_assoc, mul_smul_comm,
    mul_assoc, r1, r2, r3, r4, mul_neg, neg_mul, neg_neg, smul_neg, mul_one]
  simp only [metric, Fin.reduceEq, if_true, if_false]
  match_scalars <;> first
    | ring1
    | (ring_nf; simp only [Complex.I_sq]; ring1)
```

For $g_5$, sorting the eight factors takes $3+2+1=6$ exchanges, hence

$$g_5^2=-(g^0)^2(g^1)^2(g^2)^2(g^3)^2=-(1)(-1)^3=1 .$$

Each $g^\mu$ anticommutes with the three other factors of $g_5$ and commutes with itself, so $g^\mu g_5=-g_5g^\mu$. With $(g^0)^2=1$ and the cyclic property of the trace,

$$\mathrm{tr}\,g_5=\mathrm{tr}(g^0g^0g_5)=-\mathrm{tr}(g^0g_5g^0)=-\mathrm{tr}(g_5g^0g^0)=-\mathrm{tr}\,g_5,$$

and the trace vanishes. In the proof, `h1` and `h2` evaluate the same trace in these two ways.

```lean
/-- The chirality matrix squares to one and is traceless. -/
theorem chirality_sq_and_trace (h : IsDirac g) :
    chirality g * chirality g = 1 ∧ (chirality g).trace = 0 := by
  obtain ⟨r1, r2, r3, r4⟩ := reorder h
  constructor
  · simp (disch := decide) only [chirality, smul_mul_assoc, mul_smul_comm,
      mul_assoc, r2, r3, mul_neg, neg_neg, smul_neg, mul_one]
    simp only [metric, Fin.reduceEq, if_true, if_false]
    match_scalars
    linear_combination -Complex.I_sq
  · -- g5 anticommutes with g0, and g0 squares to one
    have he : g 0 * chirality g = -(chirality g * g 0) := by
      simp (disch := decide) only [chirality, smul_mul_assoc, mul_smul_comm,
        mul_assoc, r1, r2, r4, mul_neg, neg_neg, smul_neg]
    have h1 : (g 0 * (g 0 * chirality g)).trace = (chirality g).trace := by
      rw [r4]; simp [metric]
    have h2 : (g 0 * (g 0 * chirality g)).trace = -(chirality g).trace := by
      rw [he, mul_neg, trace_neg, trace_mul_comm, mul_assoc, r3]; simp [metric]
    linear_combination (1 / 2 : ℂ) * (h2 - h1)
```

Multiplying $g_5$ into the spin matrices gives

$$g_5\Sigma_1=-g^0g^1(g^2g^3g^2g^3)=g^0g^1,$$
$$g_5\Sigma_2=-g^0g^1g^2(g^3)^2g^1=g^0g^1g^2g^1=g^0g^2,$$
$$g_5\Sigma_3=-g^0(g^1g^2g^1g^2)g^3=g^0g^3 .$$

Since $g_5$ anticommutes with every $g^\mu$, it commutes with a product of two of them. Therefore $g_5\,\Sigma\cdot v=\Sigma\cdot v\,g_5=\alpha\cdot v$.

```lean
/-- Multiplying Σ·v by the chirality matrix, on either side, gives α·v. -/
theorem chirality_mul_spinDot (h : IsDirac g) (v : Fin 3 → ℝ) :
    chirality g * spinDot g v = alphaDot g v ∧ spinDot g v * chirality g = alphaDot g v := by
  obtain ⟨r1, r2, r3, r4⟩ := reorder h
  constructor <;>
  · simp (disch := decide) only [chirality, spinDot, alphaDot, mul_add, add_mul,
      smul_mul_assoc, mul_smul_comm, mul_assoc, r1, r2, r3, r4, mul_neg, neg_mul, neg_neg,
      smul_neg, mul_one]
    simp only [metric, Fin.reduceEq, if_true, if_false]
    match_scalars <;> first
      | ring1
      | (ring_nf; simp only [Complex.I_sq]; ring1)
```

Now $M=\Sigma\cdot B+ig_5\,\Sigma\cdot E$, and

$$\begin{aligned}M^2&=(\Sigma\cdot B)^2+ig_5\big[(\Sigma\cdot B)(\Sigma\cdot E)+(\Sigma\cdot E)(\Sigma\cdot B)\big]+i^2g_5^2(\Sigma\cdot E)^2\\&=B\cdot B+2i(E\cdot B)g_5-E\cdot E .\end{aligned}$$

In the Lean proof, `hXX` and `hYY` are the two squares, `hXY` is the anticommutator, `e1` and `e2` pull $g_5$ out of the cross terms, and `e3` removes $g_5^2$ from the electric term.

```lean
/-- The square of the field-strength matrix: M² = B·B - E·E + 2i (E·B) g5. -/
theorem fieldMatrix_sq (h : IsDirac g) (E B : Fin 3 → ℝ) :
    fieldMatrix g E B ^ 2 = ((B ⬝ᵥ B - E ⬝ᵥ E : ℝ) : ℂ) • (1 : Matrix n n ℂ)
      + (2 * I * ((E ⬝ᵥ B : ℝ) : ℂ)) • chirality g := by
  have hc := (chirality_sq_and_trace h).1
  obtain ⟨hE, hE'⟩ := chirality_mul_spinDot h E
  obtain ⟨hB, hB'⟩ := chirality_mul_spinDot h B
  have hXX : spinDot g B * spinDot g B = ((B ⬝ᵥ B : ℝ) : ℂ) • (1 : Matrix n n ℂ) := by
    linear_combination (norm := module) (1 / 2 : ℂ) • spinDot_anticomm h B B
  have hYY : spinDot g E * spinDot g E = ((E ⬝ᵥ E : ℝ) : ℂ) • (1 : Matrix n n ℂ) := by
    linear_combination (norm := module) (1 / 2 : ℂ) • spinDot_anticomm h E E
  have hXY := spinDot_anticomm h B E
  rw [dotProduct_comm B E] at hXY
  -- the cross terms and the electric term, with g5 moved to the left
  have e1 : spinDot g B * alphaDot g E = chirality g * (spinDot g B * spinDot g E) := by
    rw [← hE, ← mul_assoc, hB', ← hB, mul_assoc]
  have e2 : alphaDot g E * spinDot g B = chirality g * (spinDot g E * spinDot g B) := by
    rw [← hE, mul_assoc]
  have e3 : alphaDot g E * alphaDot g E = spinDot g E * spinDot g E := by
    calc alphaDot g E * alphaDot g E
        = (spinDot g E * chirality g) * (chirality g * spinDot g E) := by rw [hE, hE']
      _ = spinDot g E * (chirality g * chirality g) * spinDot g E := by
          simp only [mul_assoc]
      _ = spinDot g E * spinDot g E := by rw [hc, mul_one]
  calc fieldMatrix g E B ^ 2
      = spinDot g B * spinDot g B
        + I • (spinDot g B * alphaDot g E + alphaDot g E * spinDot g B)
        + (I * I) • (alphaDot g E * alphaDot g E) := by
        rw [pow_two, fieldMatrix]
        simp only [mul_add, add_mul, smul_mul_assoc, mul_smul_comm]
        module
    _ = _ := by
        rw [e1, e2, e3, ← mul_add, hXY, hXX, hYY, mul_smul_comm, mul_one, I_mul_I,
          Complex.ofReal_sub]
        module
```

A sign slip in $\alpha$ is easily made here. Using $g_i=-g^i$ in place of $g^i$ in $\alpha$ alone amounts to $E\to-E$, which reverses the $g_5$ term of $M^2$. The quartic trace is even in $E$, since $E\cdot B$ enters it only through its square, and does not reveal the slip, whereas $M^2$ does when $E\cdot B\neq0$.

## A finite number of spinor components

The matrices act on spinor indices only, not on wavefunctions in space. The computation of $M^2$ is pure algebra, but the trace needs a finite $N$, because $\mathrm{tr}\,1=N$ sets the prefactor. On an infinite-dimensional space the identity has no finite trace.

Write $a=B\cdot B-E\cdot E$ and $b=2i\,E\cdot B$. Since $g_5^2=1$,

$$M^4=(a+bg_5)^2=a^2+b^2+2ab\,g_5 .$$

The last term is traceless, so $\mathrm{tr}\,M^4=N(a^2+b^2)$, and $b^2=-4(E\cdot B)^2$ supplies the minus sign. In Lean, `hs` is the squaring step, and `Fintype.card n` is $N$.

```lean
/-- The quartic trace for N by N Dirac matrices: tr M⁴ = N [(B·B - E·E)² - 4 (E·B)²]. -/
theorem trace_fieldMatrix_pow_four (h : IsDirac g) (E B : Fin 3 → ℝ) :
    (fieldMatrix g E B ^ 4).trace = (Fintype.card n : ℂ) *
      (((B ⬝ᵥ B - E ⬝ᵥ E) ^ 2 - 4 * (E ⬝ᵥ B) ^ 2 : ℝ) : ℂ) := by
  obtain ⟨hc, ht⟩ := chirality_sq_and_trace h
  have h4 : fieldMatrix g E B ^ 4 = (fieldMatrix g E B ^ 2) ^ 2 := by rw [← pow_mul]
  have hs : ∀ a b : ℂ, (a • (1 : Matrix n n ℂ) + b • chirality g) ^ 2
      = (a ^ 2 + b ^ 2) • (1 : Matrix n n ℂ) + (2 * a * b) • chirality g := by
    intro a b
    rw [pow_two]
    simp only [mul_add, add_mul, smul_mul_assoc, mul_smul_comm, one_mul, mul_one, hc]
    module
  rw [h4, fieldMatrix_sq h, hs, trace_add, trace_smul, trace_smul, trace_one, ht]
  simp only [smul_eq_mul]
  push_cast
  linear_combination (4 * ((E ⬝ᵥ B : ℝ) : ℂ) ^ 2 * (Fintype.card n : ℂ)) * Complex.I_sq
```

The usual Dirac matrices have $N=4$, which gives

$$\mathrm{tr}\,M^4=4\big[(B\cdot B-E\cdot E)^2-4(E\cdot B)^2\big].$$

```lean
/-- For 4 by 4 Dirac matrices, tr M⁴ = 4 [(B·B - E·E)² - 4 (E·B)²]. -/
theorem trace_pow_four_dirac {γ : Fin 4 → Matrix (Fin 4) (Fin 4) ℂ} (h : IsDirac γ)
    (E B : Fin 3 → ℝ) : (fieldMatrix γ E B ^ 4).trace =
      ((4 * ((B ⬝ᵥ B - E ⬝ᵥ E) ^ 2 - 4 * (E ⬝ᵥ B) ^ 2) : ℝ) : ℂ) := by
  rw [trace_fieldMatrix_pow_four h, Fintype.card_fin]
  push_cast
  ring
```

## Real, commuting field components

The type `Fin 3 → ℝ` describes a classical field at one point: three real numbers for $E$ and three for $B$. Commutation of the components is used whenever they are moved past one another, as in the contraction with $u_iv_j$. If the components of $u$ were operators that do not commute with one another, $(\Sigma\cdot u)^2$ would acquire an additional term $i\,\Sigma\cdot(u\times u)$.

Reality matters mainly for interpretation. It makes $B\cdot B$ the squared length of $B$, and it makes $\mathrm{tr}\,M^4$ real. For complex amplitudes the same algebra would go through with the bilinear product $\sum_i B_iB_i$, which is not the intensity $\sum_i|B_i|^2$.

Two further traces separate the field combinations. Taking the trace of $M^2$ removes the $g_5$ term; multiplying by $g_5$ first exchanges the roles of the two terms:

$$\mathrm{tr}\,M^2=N(B\cdot B-E\cdot E),\qquad \mathrm{tr}(g_5M^2)=2iN(E\cdot B).$$

```lean
/-- The traces of M² and g5 M² are N (B·B - E·E) and 2i N (E·B). -/
theorem trace_invariants (h : IsDirac g) (E B : Fin 3 → ℝ) :
    (fieldMatrix g E B ^ 2).trace
      = (Fintype.card n : ℂ) * ((B ⬝ᵥ B - E ⬝ᵥ E : ℝ) : ℂ) ∧
    (chirality g * fieldMatrix g E B ^ 2).trace
      = 2 * I * (Fintype.card n : ℂ) * ((E ⬝ᵥ B : ℝ) : ℂ) := by
  obtain ⟨hc, ht⟩ := chirality_sq_and_trace h
  rw [fieldMatrix_sq h]
  constructor
  · rw [trace_add, trace_smul, trace_smul, trace_one, ht, smul_eq_mul, smul_zero]
    ring
  · rw [mul_add, mul_smul_comm, mul_smul_comm, mul_one, hc, trace_add, trace_smul,
      trace_smul, trace_one, ht, smul_zero, smul_eq_mul]
    ring
```

## At least one spinor component

The final equivalence adds `[Nonempty n]`, which means $N\ge1$: there is a spinor for the matrices to act on. If $M^2=0$, both traces above vanish. Dividing them by $N$ and by $2iN$ gives

$$B\cdot B=E\cdot E,\qquad E\cdot B=0,$$

the conditions for a null field, such as that of a travelling plane electromagnetic wave in vacuum. Conversely, these conditions make both terms of $M^2$ zero.

The proof uses the hypothesis in `hN`, which states $N\neq0$. For $N=0$ every matrix is zero, so $M^2=0$ would hold for all fields and the forward implication would fail. The theorem concerns $M^2$, not $M$: a nonzero null field can have a nonzero matrix $M$ whose square vanishes.

```lean
/-- The field-strength matrix squares to zero exactly when B·B = E·E and E·B = 0. -/
theorem fieldMatrix_sq_eq_zero_iff [Nonempty n] (h : IsDirac g) (E B : Fin 3 → ℝ) :
    fieldMatrix g E B ^ 2 = 0 ↔ B ⬝ᵥ B = E ⬝ᵥ E ∧ E ⬝ᵥ B = 0 := by
  constructor
  · intro hM
    obtain ⟨t1, t2⟩ := trace_invariants h E B
    rw [hM, trace_zero] at t1
    rw [hM, mul_zero, trace_zero] at t2
    have hN : (Fintype.card n : ℂ) ≠ 0 := Nat.cast_ne_zero.mpr Fintype.card_ne_zero
    have hN2 : 2 * I * (Fintype.card n : ℂ) ≠ 0 :=
      mul_ne_zero (mul_ne_zero two_ne_zero I_ne_zero) hN
    have a1 := Complex.ofReal_eq_zero.mp ((mul_eq_zero.mp t1.symm).resolve_left hN)
    have a2 := Complex.ofReal_eq_zero.mp ((mul_eq_zero.mp t2.symm).resolve_left hN2)
    exact ⟨sub_eq_zero.mp a1, a2⟩
  · rintro ⟨h1, h2⟩
    rw [fieldMatrix_sq h, h1, h2]
    simp
```

## The Dirac representation satisfies the relations

The Clifford relations are met by the familiar $4\times4$ matrices, with $g^0=\mathrm{diag}(1,1,-1,-1)$ and the Pauli matrices $\sigma_i$ in the off-diagonal blocks of $g^i$, with sign $+$ in the upper right and $-$ in the lower left.

```lean
/-- The Dirac matrices in the Dirac representation. -/
def diracRep : Fin 4 → Matrix (Fin 4) (Fin 4) ℂ :=
  ![!![1, 0, 0, 0; 0, 1, 0, 0; 0, 0, -1, 0; 0, 0, 0, -1],
    !![0, 0, 0, 1; 0, 0, 1, 0; 0, -1, 0, 0; -1, 0, 0, 0],
    !![0, 0, 0, -I; 0, 0, I, 0; 0, I, 0, 0; -I, 0, 0, 0],
    !![0, 0, 1, 0; 0, 0, 0, -1; -1, 0, 0, 0; 0, 1, 0, 0]]
```

The proof runs through all sixteen pairs $(\mu,\nu)$ and compares matrix entries. The formulas above therefore apply to this representation with $N=4$.

```lean
set_option maxHeartbeats 400000 in
/-- The Dirac representation satisfies the Clifford relations. -/
theorem isDirac_witness : IsDirac diracRep := by
  have h1 : (1 : Matrix (Fin 4) (Fin 4) ℂ)
      = !![1, 0, 0, 0; 0, 1, 0, 0; 0, 0, 1, 0; 0, 0, 0, 1] := by
    ext i j
    fin_cases i <;> fin_cases j <;> simp
  intro μ ν
  rw [h1]
  fin_cases μ <;> fin_cases ν <;> norm_num [diracRep, metric]
  all_goals (ext i j; fin_cases i <;> fin_cases j <;> simp)

end

end FieldStrengthTraces
```

```lean
#print axioms FieldStrengthTraces.trace_fieldMatrix_pow_four
#print axioms FieldStrengthTraces.trace_pow_four_dirac
#print axioms FieldStrengthTraces.fieldMatrix_sq_eq_zero_iff
```

```
'FieldStrengthTraces.trace_fieldMatrix_pow_four' depends on axioms: [propext, Classical.choice, Quot.sound]
'FieldStrengthTraces.trace_pow_four_dirac' depends on axioms: [propext, Classical.choice, Quot.sound]
'FieldStrengthTraces.fieldMatrix_sq_eq_zero_iff' depends on axioms: [propext, Classical.choice, Quot.sound]
```
